# The hydrogen 2s and 2p radial functions are normalised

The theorem `normalized` concerns the hydrogen 2s and 2p radial functions u = rR, in atomic units, given by the explicit formulas r(1 − r/2)e^(−r/2)/√2 and r²e^(−r/2)/(2√6). It states that the integral of u² over r from 0 to infinity equals 1 for each of them. The proof writes each square as a combination of terms rⁿe^(−r). It then integrates these with the lemma `radial_moments`, which gives the values through factorials.

An attempt in Lean 4 with a fault in it:

```lean
import Mathlib

open MeasureTheory Set
open scoped Real

namespace Normalized

noncomputable section

/-- The hydrogen 2s radial function `u = r R` in atomic units. -/
def u2s (r : ℝ) : ℝ := r * (1 - r / 2) * Real.exp (-r / 2) / √2

/-- The hydrogen 2p radial function `u = r R` in atomic units. -/
def u2p (r : ℝ) : ℝ := r ^ 2 * Real.exp (-r / 2) / (2 * √6)

/-- A quadratic polynomial times `r^k exp(-r)` is integrable over all radii, and its
integral is given by factorials. -/
theorem radial_moments (a b c : ℝ) (k : ℕ) :
    IntegrableOn (fun r : ℝ => a * (r ^ k * Real.exp (-r)) + b * (r ^ (k + 1) * Real.exp (-r))
      + c * (r ^ (k + 2) * Real.exp (-r))) (Ioi 0) ∧
    (∫ r in Ioi (0 : ℝ), (a * (r ^ k * Real.exp (-r)) + b * (r ^ (k + 1) * Real.exp (-r))
      + c * (r ^ (k + 2) * Real.exp (-r))))
      = (a + b * (k + 1) + c * ((k + 2) * (k + 1))) * (k.factorial : ℝ) := by
  -- single moments come from Euler's Gamma integral
  have hi : ∀ n : ℕ, Integrable (fun r : ℝ => r ^ n * Real.exp (-r))
      (volume.restrict (Ioi 0)) := by
    intro n
    have h := Real.GammaIntegral_convergent (s := (n : ℝ) + 1) (by positivity)
    refine IntegrableOn.congr_fun h (fun r _ => ?_) measurableSet_Ioi
    simp only [add_sub_cancel_right, Real.rpow_natCast]
    ring
  have hm : ∀ n : ℕ, (∫ r in Ioi (0 : ℝ), r ^ n * Real.exp (-r)) = (n.factorial : ℝ) := by
    intro n
    have h := Real.Gamma_eq_integral (s := (n : ℝ) + 1) (by positivity)
    rw [Real.Gamma_nat_eq_factorial] at h
    rw [h]
    refine setIntegral_congr_fun measurableSet_Ioi (fun r _ => ?_)
    simp only [add_sub_cancel_right, Real.rpow_natCast]
    ring
  have h0 := (hi k).const_mul a
  have h1 := (hi (k + 1)).const_mul b
  have h2 := (hi (k + 2)).const_mul c
  have h01 : Integrable (fun r : ℝ => a * (r ^ k * Real.exp (-r))
      + b * (r ^ (k + 1) * Real.exp (-r))) (volume.restrict (Ioi 0)) := h0.add h1
  refine ⟨h01.add h2, ?_⟩
  have f1 : (k + 1).factorial = (k + 1) * k.factorial := rfl
  have f2 : (k + 2).factorial = (k + 2) * ((k + 1) * k.factorial) := rfl
  rw [integral_add h01 h2, integral_add h0 h1, integral_const_mul, integral_const_mul,
    integral_const_mul, hm, hm, hm, f1, f2]
  push_cast
  ring

/-- The 2s and 2p radial functions are normalized. -/
theorem normalized :
    (∫ r in Ioi (0 : ℝ), u2s r ^ 2) = 1 ∧ (∫ r in Ioi (0 : ℝ), u2p r ^ 2) = 1 := by
  have he : ∀ r : ℝ, Real.exp (-r) = Real.exp (-r / 2) ^ 2 := by
    intro r
    rw [sq, ← Real.exp_add]
    congr 1
    ring
  have f2 : ((Nat.factorial 2 : ℕ) : ℝ) = 2 := by norm_num [Nat.factorial]
  have f4 : ((Nat.factorial 4 : ℕ) : ℝ) = 24 := by norm_num [Nat.factorial]
  have hs : (fun r => u2s r ^ 2) = fun r : ℝ => (1 / 2) * (r ^ 2 * Real.exp (-r))
      + (-1 / 2) * (r ^ (2 + 1) * Real.exp (-r)) + (1 / 8) * (r ^ (2 + 2) * Real.exp (-r)) := by
    funext r
    rw [he, u2s, div_pow, Real.sq_sqrt (by norm_num)]
    ring
  have hp : (fun r => u2p r ^ 2) = fun r : ℝ => (1 / 24) * (r ^ 4 * Real.exp (-r))
      + 0 * (r ^ (4 + 1) * Real.exp (-r)) + 0 * (r ^ (4 + 2) * Real.exp (-r)) := by
    funext r
    rw [he, u2p, div_pow, mul_pow, Real.sq_sqrt (by norm_num)]
    ring
  constructor
  · rw [hs, (radial_moments _ _ _ 2).2, f2]
    norm_num
  · rw [hp, (radial_moments _ _ _ 4).2, f4]
    norm_num

end

end Normalized
```

The error:

```
Main.lean:71:35: error: Tactic `rewrite` failed: Did not find an occurrence of the pattern
  √?m.562 ^ 2
in the target expression
  (r ^ 2) ^ 2 * rexp (-r / 2) ^ 2 / (2 * √6) ^ 2 =
    1 / 24 * (r ^ 4 * rexp (-r / 2) ^ 2) + 0 * (r ^ (4 + 1) * rexp (-r / 2) ^ 2) + 0 * (r ^ (4 + 2) * rexp (-r / 2) ^ 2)

he : ∀ (r : ℝ), rexp (-r) = rexp (-r / 2) ^ 2
f2 : ↑(Nat.factorial 2) = 2
f4 : ↑(Nat.factorial 4) = 24
hs :
  (fun r => u2s r ^ 2) = fun r =>
    1 / 2 * (r ^ 2 * rexp (-r)) + -1 / 2 * (r ^ (2 + 1) * rexp (-r)) + 1 / 8 * (r ^ (2 + 2) * rexp (-r))
r : ℝ
⊢ (r ^ 2) ^ 2 * rexp (-r / 2) ^ 2 / (2 * √6) ^ 2 =
    1 / 24 * (r ^ 4 * rexp (-r / 2) ^ 2) + 0 * (r ^ (4 + 1) * rexp (-r / 2) ^ 2) + 0 * (r ^ (4 + 2) * rexp (-r / 2) ^ 2)
Main.lean:71:49: error: unsolved goals
he : ∀ (r : ℝ), rexp (-r) = rexp (-r / 2) ^ 2
f2 : ↑(Nat.factorial 2) = 2
f4 : ↑(Nat.factorial 4) = 24
hs :
  (fun r => u2s r ^ 2) = fun r =>
    1 / 2 * (r ^ 2 * rexp (-r)) + -1 / 2 * (r ^ (2 + 1) * rexp (-r)) + 1 / 8 * (r ^ (2 + 2) * rexp (-r))
r : ℝ
⊢ 0 ≤ ?m.562
```

The mended proof, as a diff:

```diff
@@ -69,5 +69,5 @@
       + 0 * (r ^ (4 + 1) * Real.exp (-r)) + 0 * (r ^ (4 + 2) * Real.exp (-r)) := by
     funext r
-    rw [he, u2p, div_pow, mul_pow, Real.sq_sqrt (by norm_num)]
+    rw [he, u2p, div_pow, mul_pow 2 (√6), Real.sq_sqrt (by norm_num : (0 : ℝ) ≤ 6)]
     ring
   constructor
```

Both errors come from one line in the 2p part. After `div_pow`, the goal holds two squared products: the numerator `(r ^ 2 * rexp (-r / 2)) ^ 2` and the denominator `(2 * √6) ^ 2`. A bare `mul_pow` fixes its arguments at the first match, here the numerator, and so leaves the denominator unexpanded. `Real.sq_sqrt` then looks for the square of a square root and finds none, since `√6` is still inside the product.

The second message follows from the first. The number under the root was to be found by that match, so `norm_num` is left with `0 ≤ ?m.562`, an inequality about an unknown.

The repair writes `mul_pow 2 (√6)`, which aims the rewrite at the denominator and exposes `√6 ^ 2`. The numerator stays unexpanded, and the closing `ring` deals with it. The added type `(0 : ℝ) ≤ 6` names the number outright. This is mere tidying: the 2s part uses `Real.sq_sqrt (by norm_num)` without it and raises no error, because there the match succeeds and supplies the number.
